# Zero-energy Dirac modes at a flux line: for flux 0 < h < 1, two nonzero components are both square integrable near the line only for l = −1

A massless Dirac electron moves in a plane pierced by an infinitely thin solenoid carrying a fraction h of a flux quantum. The magnetic field vanishes away from the line, but the vector potential shifts the angular momentum. In the channel with integer l, the two spinor components are f(r) exp(ilθ) and g(r) exp(i(l+1)θ), up to constant phases, with θ the polar angle. The zero-energy equations for the radial amplitudes f and g decouple:

f′ = (l + h) f / r,  g′ = −(l + 1 + h) g / r,  r > 0.

Can both components be singular at the line and still be square integrable there? In this non-interacting, zero-thickness model with 0 < h < 1, the answer identifies the channel where requiring both components to stay bounded at the line leaves no nonzero zero-energy solution.

```lean
import Mathlib

open MeasureTheory Filter Topology Set

namespace DiracFluxLineZeroModes
```

Both equations have the form f′ = a f / r with real a. Amplitudes are functions `ℝ → ℂ`, and `HasDerivAt` imposes the equation at every r > 0; values at r ≤ 0 play no role.

```lean
/-- The radial equation `f' = a f / r` on the half-line `r > 0`, for a complex amplitude `f`. -/
def RadialEq (a : ℝ) (f : ℝ → ℂ) : Prop :=
  ∀ r : ℝ, 0 < r → HasDerivAt f (((a / r : ℝ) : ℂ) * f r) r
```

The radial pair is the starting point here; its derivation from the planar Dirac operator is not included.

```lean
/-- The massless zero-energy radial Dirac equations in channel `l` around a flux line of flux `h`:
`f' = (l + h) f / r` and `g' = -(l + 1 + h) g / r`. -/
def IsZeroMode (h : ℝ) (l : ℤ) (f g : ℝ → ℂ) : Prop :=
  RadialEq (l + h) f ∧ RadialEq (-(l + 1 + h)) g
```

A component counts as nonzero if it differs from zero somewhere on the half-line.

```lean
/-- The radial amplitude is different from zero somewhere on `r > 0`. -/
def IsNonzero (f : ℝ → ℂ) : Prop := ∃ r : ℝ, 0 < r ∧ f r ≠ 0
```

Square integrability means that |f|² r is integrable on (0,1), where r comes from the planar area element. This tests behaviour near the line, not normalisability over the whole plane.

```lean
/-- Square integrability on `0 < r < 1` with the planar weight `r`. -/
def SqIntegrable (f : ℝ → ℂ) : Prop :=
  IntegrableOn (fun r : ℝ => ‖f r‖ ^ 2 * r) (Ioo 0 1)
```

## (a) A power solves the radial equation

**Task.** Show that r^a solves f′ = a f / r.

**Solution.** For r > 0,

(r^a)′ = a r^(a−1) = (a/r) r^a.

Lean takes the real derivative and carries it to ℂ with `ofReal_comp`.

```lean
/-- The power `r ^ a` solves the radial equation `f' = a f / r`. -/
theorem radialEq_rpow (a : ℝ) : RadialEq a (fun x : ℝ => ((x ^ a : ℝ) : ℂ)) := by
  intro r hr
  have h := (Real.hasDerivAt_rpow_const (p := a) (Or.inl hr.ne')).ofReal_comp
  refine h.congr_deriv ?_
  rw [Real.rpow_sub_one hr.ne', ← Complex.ofReal_mul]
  congr 1
  ring
```

## (b) There are no other solutions

**Task.** Show that the solutions are exactly f = C r^a with C complex.

**Solution.** Put F = f r^(−a). Then

F′ = (a/r) f r^(−a) − (a/r) f r^(−a) = 0.

The half-line is connected, so F is constant and equals F(1) = f(1). Multiplying by r^a gives f = f(1) r^a. Conversely, a constant multiple of the solution in (a) is a solution.

In the code, `hF` is the vanishing derivative and `is_const_of_deriv_eq_zero` supplies the constancy.

```lean
/-- The solutions of `f' = a f / r` on `r > 0` are exactly the complex multiples of `r ^ a`. -/
theorem radialEq_iff (a : ℝ) (f : ℝ → ℂ) :
    RadialEq a f ↔ ∃ C : ℂ, ∀ r : ℝ, 0 < r → f r = C * ((r ^ a : ℝ) : ℂ) := by
  constructor
  · intro hf
    -- the product `f r * r ^ (-a)` has zero derivative, hence is constant
    have hF : ∀ r : ℝ, 0 < r →
        HasDerivAt (fun x : ℝ => f x * ((x ^ (-a) : ℝ) : ℂ)) 0 r := by
      intro r hr
      refine ((hf r hr).fun_mul (radialEq_rpow (-a) r hr)).congr_deriv ?_
      rw [neg_div, Complex.ofReal_neg]
      ring
    have hd : DifferentiableOn ℝ (fun x : ℝ => f x * ((x ^ (-a) : ℝ) : ℂ)) (Ioi 0) :=
      fun x hx => (hF x hx).differentiableAt.differentiableWithinAt
    have hz : EqOn (deriv (fun x : ℝ => f x * ((x ^ (-a) : ℝ) : ℂ))) 0 (Ioi 0) :=
      fun x hx => (hF x hx).deriv
    refine ⟨f 1, fun r hr => ?_⟩
    have hc := isOpen_Ioi.is_const_of_deriv_eq_zero (convex_Ioi (0 : ℝ)).isPreconnected
      hd hz (mem_Ioi.mpr hr) (mem_Ioi.mpr one_pos)
    simp only [Real.one_rpow, Complex.ofReal_one, mul_one] at hc
    have hp : r ^ (-a) * r ^ a = 1 := by
      rw [← Real.rpow_add hr, neg_add_cancel, Real.rpow_zero]
    rw [← hc, mul_assoc, ← Complex.ofReal_mul, hp, Complex.ofReal_one, mul_one]
  · rintro ⟨C, hC⟩ r hr
    have he : f =ᶠ[𝓝 r] fun x : ℝ => C * ((x ^ a : ℝ) : ℂ) := by
      filter_upwards [Ioi_mem_nhds hr] with x hx using hC x hx
    refine (((radialEq_rpow a r hr).const_mul C).congr_of_eventuallyEq he).congr_deriv ?_
    rw [hC r hr]
    ring
```

## (c) Both components

**Task.** Solve the pair of equations.

**Solution.** Apply (b) with a = l + h and then with a = −(l + 1 + h):

f = A r^(l+h),  g = B r^(−(l+1+h)).

The complex constants A and B are independent.

```lean
/-- The zero-energy solutions in channel `l` are exactly `f = A r ^ (l + h)` and
`g = B r ^ (-(l + 1 + h))` with complex constants `A` and `B`. -/
theorem isZeroMode_iff (h : ℝ) (l : ℤ) (f g : ℝ → ℂ) :
    IsZeroMode h l f g ↔
      (∃ A : ℂ, ∀ r : ℝ, 0 < r → f r = A * ((r ^ (l + h) : ℝ) : ℂ)) ∧
      (∃ B : ℂ, ∀ r : ℝ, 0 < r → g r = B * ((r ^ (-(l + 1 + h)) : ℝ) : ℂ)) :=
  and_congr (radialEq_iff _ f) (radialEq_iff _ g)
```

## (d) The modulus

**Task.** Show that a nonzero solution has |f| = c r^a with c > 0.

**Solution.** By (b), |f| = |C| r^a. If C were zero, f would vanish on the whole half-line, so c = |C| > 0.

```lean
/-- The modulus of a nonzero solution of `f' = a f / r` is a positive multiple of `r ^ a`. -/
theorem norm_eq_rpow {a : ℝ} {f : ℝ → ℂ} (hf : RadialEq a f) (hn : IsNonzero f) :
    ∃ c : ℝ, 0 < c ∧ ∀ r : ℝ, 0 < r → ‖f r‖ = c * r ^ a := by
  obtain ⟨C, hC⟩ := (radialEq_iff a f).1 hf
  obtain ⟨s, hs, hfs⟩ := hn
  have hC0 : C ≠ 0 := by
    rintro rfl
    exact hfs (by rw [hC s hs, zero_mul])
  refine ⟨‖C‖, norm_pos_iff.mpr hC0, fun r hr => ?_⟩
  rw [hC r hr, norm_mul, Complex.norm_real, Real.norm_of_nonneg (Real.rpow_nonneg hr.le a)]
```

## (e) Square integrability

**Task.** Show that a nonzero solution is square integrable near the origin exactly when a > −1.

**Solution.** The weighted density is

|f|² r = c² r^(2a+1).

For s ≠ −1, the integral of r^s from ε to 1 is (1 − ε^(s+1))/(s + 1); for s = −1 it is −ln ε. It stays finite as ε → 0 exactly when s > −1. With s = 2a + 1 this means a > −1.

The step `he` rewrites the density, and Mathlib's criterion for powers finishes the argument.

```lean
/-- A nonzero solution of `f' = a f / r` is square integrable near the origin of the plane
exactly when `a > -1`. -/
theorem sqIntegrable_iff {a : ℝ} {f : ℝ → ℂ} (hf : RadialEq a f) (hn : IsNonzero f) :
    SqIntegrable f ↔ -1 < a := by
  obtain ⟨c, hc, hfc⟩ := norm_eq_rpow hf hn
  -- the radial density is a multiple of `r ^ (2a + 1)`
  have he : EqOn (fun r : ℝ => ‖f r‖ ^ 2 * r) (fun r : ℝ => c ^ 2 * r ^ (a + a + 1))
      (Ioo 0 1) := by
    intro r hr
    have hr0 : 0 < r := hr.1
    simp only
    rw [hfc r hr0, Real.rpow_add hr0, Real.rpow_add hr0, Real.rpow_one]
    ring
  have hu : IsUnit (c ^ 2) := (pow_pos hc 2).ne'.isUnit
  unfold SqIntegrable
  rw [integrableOn_congr_fun he measurableSet_Ioo, IntegrableOn, integrable_const_mul_iff hu,
    ← IntegrableOn, intervalIntegral.integrableOn_Ioo_rpow_iff one_pos]
  constructor <;> intro h <;> linarith
```

## (f) Behaviour at the line

**Task.** For a nonzero solution, find the limit of |f| as r → 0 from the right, for a < 0 and for a > 0.

**Solution.** If a < 0, then |f| = c (1/r)^(−a) → ∞. If a > 0, then c r^a → 0. The filter `𝓝[>] 0` expresses the approach from the right.

```lean
/-- At the origin the modulus of a nonzero solution of `f' = a f / r` diverges for `a < 0`
and tends to zero for `a > 0`. -/
theorem behaviour_at_origin {a : ℝ} {f : ℝ → ℂ} (hf : RadialEq a f) (hn : IsNonzero f) :
    (a < 0 → Tendsto (fun r => ‖f r‖) (𝓝[>] 0) atTop) ∧
    (0 < a → Tendsto (fun r => ‖f r‖) (𝓝[>] 0) (𝓝 0)) := by
  obtain ⟨c, hc, hfc⟩ := norm_eq_rpow hf hn
  constructor
  · intro ha
    have h1 : Tendsto (fun r : ℝ => c * (r⁻¹) ^ (-a)) (𝓝[>] 0) atTop :=
      ((tendsto_rpow_atTop (neg_pos.mpr ha)).comp tendsto_inv_nhdsGT_zero).const_mul_atTop hc
    refine h1.congr' ?_
    filter_upwards [self_mem_nhdsWithin] with r hr
    have hr0 : 0 < r := hr
    rw [hfc r hr0, Real.inv_rpow hr0.le, Real.rpow_neg hr0.le, inv_inv]
  · intro ha
    have h1 : Tendsto (fun r : ℝ => c * r ^ a) (𝓝 0) (𝓝 (c * 0 ^ a)) :=
      ((Real.continuous_rpow_const ha.le).tendsto 0).const_mul c
    rw [Real.zero_rpow ha.ne', mul_zero] at h1
    refine (h1.mono_left nhdsWithin_le_nhds).congr' ?_
    filter_upwards [self_mem_nhdsWithin] with r hr
    exact (hfc r hr).symm
```

## (g) The critical channel

**Task.** Let 0 < h < 1 and let both components be nonzero. Find the channel where both are square integrable, and their behaviour there.

**Solution.** By (e), the conditions are

l + h > −1 and −(l + 1 + h) > −1,

that is, −1 − h < l < −h. Hence −2 < l < 0, so l = −1. Conversely, l = −1 gives the exponents h − 1 and −h, both between −1 and 0. Both components are therefore square integrable, and by (f) both diverge.

`linarith` finds the real bounds, and `omega` picks out the integer.

```lean
/-- For flux `0 < h < 1`, the two nonzero components of a zero-energy solution are both square
integrable near the flux line exactly in the channel `l = -1`, and there both diverge at it. -/
theorem critical_channel {h : ℝ} {l : ℤ} {f g : ℝ → ℂ} (h0 : 0 < h) (h1 : h < 1)
    (hz : IsZeroMode h l f g) (hf : IsNonzero f) (hg : IsNonzero g) :
    (SqIntegrable f ∧ SqIntegrable g ↔ l = -1) ∧
    (l = -1 → Tendsto (fun r => ‖f r‖) (𝓝[>] 0) atTop ∧
      Tendsto (fun r => ‖g r‖) (𝓝[>] 0) atTop) := by
  rw [sqIntegrable_iff hz.1 hf, sqIntegrable_iff hz.2 hg]
  refine ⟨⟨?_, ?_⟩, ?_⟩
  · -- the two bounds leave a single integer
    rintro ⟨ha, hb⟩
    have h2 : (-2 : ℝ) < l := by linarith
    have h3 : (l : ℝ) < 0 := by linarith
    have h2' : (-2 : ℤ) < l := by exact_mod_cast h2
    have h3' : l < 0 := by exact_mod_cast h3
    omega
  · intro hl
    have hl' : (l : ℝ) = -1 := by rw [hl]; norm_num
    constructor <;> linarith
  · intro hl
    have hl' : (l : ℝ) = -1 := by rw [hl]; norm_num
    exact ⟨(behaviour_at_origin hz.1 hf).1 (by linarith),
      (behaviour_at_origin hz.2 hg).1 (by linarith)⟩
```

## (h) The other channels

**Task.** Let again 0 < h < 1 and let both components be nonzero. Show that for l ≠ −1 exactly one component is square integrable, and that it vanishes at the line.

**Solution.** If l ≥ 0, the exponent of f is positive and that of g is below −1. If l ≤ −2, the exponent of f is below −1 and that of g is at least 1 − h > 0. Parts (e) and (f) give the claim.

```lean
/-- For flux `0 < h < 1` and `l ≠ -1`, exactly one of the two nonzero components is square
integrable near the flux line, and that component vanishes there. -/
theorem regular_channels {h : ℝ} {l : ℤ} {f g : ℝ → ℂ} (h0 : 0 < h) (h1 : h < 1)
    (hz : IsZeroMode h l f g) (hf : IsNonzero f) (hg : IsNonzero g) (hl : l ≠ -1) :
    (SqIntegrable f ∧ ¬ SqIntegrable g ∧ Tendsto (fun r => ‖f r‖) (𝓝[>] 0) (𝓝 0)) ∨
    (SqIntegrable g ∧ ¬ SqIntegrable f ∧ Tendsto (fun r => ‖g r‖) (𝓝[>] 0) (𝓝 0)) := by
  rw [sqIntegrable_iff hz.1 hf, sqIntegrable_iff hz.2 hg]
  have hcases : 0 ≤ l ∨ l ≤ -2 := by omega
  rcases hcases with hp | hm
  · have hp' : (0 : ℝ) ≤ l := by exact_mod_cast hp
    exact Or.inl ⟨by linarith, by intro hb; linarith,
      (behaviour_at_origin hz.1 hf).2 (by linarith)⟩
  · have hm' : (l : ℝ) ≤ -2 := by exact_mod_cast hm
    exact Or.inr ⟨by linarith, by intro hb; linarith,
      (behaviour_at_origin hz.2 hg).2 (by linarith)⟩
```

## (i) No flux

**Task.** Show that at h = 0 no channel has two nonzero square-integrable components.

**Solution.** The conditions in (g) become −1 < l < 0, which no integer satisfies.

```lean
/-- At flux `h = 0` there is no channel in which both nonzero components are square integrable
near the origin. -/
theorem no_critical_channel_without_flux {l : ℤ} {f g : ℝ → ℂ}
    (hz : IsZeroMode 0 l f g) (hf : IsNonzero f) (hg : IsNonzero g) :
    ¬ (SqIntegrable f ∧ SqIntegrable g) := by
  rw [sqIntegrable_iff hz.1 hf, sqIntegrable_iff hz.2 hg]
  rintro ⟨ha, hb⟩
  have h2 : (-1 : ℝ) < l := by linarith
  have h3 : (l : ℝ) < 0 := by linarith
  have h2' : (-1 : ℤ) < l := by exact_mod_cast h2
  have h3' : l < 0 := by exact_mod_cast h3
  omega

end DiracFluxLineZeroModes
```

The same inequalities, worked by hand for any real flux h, read −1 < l + h < 0. A non-integer h thus has exactly one critical channel, l = −⌊h⌋ − 1, and an integer h has none; this extension is not part of the Lean file.

```lean
#print axioms DiracFluxLineZeroModes.isZeroMode_iff
#print axioms DiracFluxLineZeroModes.critical_channel
#print axioms DiracFluxLineZeroModes.regular_channels
#print axioms DiracFluxLineZeroModes.no_critical_channel_without_flux
```

```
'DiracFluxLineZeroModes.isZeroMode_iff' depends on axioms: [propext, Classical.choice, Quot.sound]
'DiracFluxLineZeroModes.critical_channel' depends on axioms: [propext, Classical.choice, Quot.sound]
'DiracFluxLineZeroModes.regular_channels' depends on axioms: [propext, Classical.choice, Quot.sound]
'DiracFluxLineZeroModes.no_critical_channel_without_flux' depends on axioms: [propext, Classical.choice, Quot.sound]
```
